# The permutation matrices on the six edges of a tetrahedron represent the permutation group of its four atoms

Any permutation of the four atoms at the corners of a tetrahedron also permutes its six edges, each edge being an unordered pair of distinct atoms. The real matrix `R s` records this: its entry at row `e` and column `f` is 1 if `s` moves edge `f` to edge `e`, and 0 otherwise. The theorem says that the identity permutation gives the identity matrix and that `R (s * u) = R s * R u` for all permutations `s` and `u`, where `s * u` means `u` first, then `s`. The attempt compares matrix entries, after first showing for each part how the edges move; for the product, this means that moving an edge by `s * u` is the same as moving it by `u` and then by `s`.

In Lean, a first try:

```lean
import Mathlib

open Matrix Equiv Filter Topology

namespace RRepresentation

noncomputable section

/-- An edge of the tetrahedron: a pair of distinct atoms out of four. -/
abbrev Edge := {e : Finset (Fin 4) // e.card = 2}

/-- A permutation of the atoms moves an edge by moving its two end points. -/
def moveEdge (s : Perm (Fin 4)) (e : Edge) : Edge :=
  ⟨e.1.map s.toEmbedding, by rw [Finset.card_map]; exact e.2⟩

/-- The permutation matrix `R(s)` of an atom permutation `s` on the six edges. -/
def R (s : Perm (Fin 4)) : Matrix Edge Edge ℝ :=
  Matrix.of fun e f => if e = moveEdge s f then 1 else 0

/-- The edge matrices form a representation of the permutation group of the atoms. -/
theorem R_representation : R 1 = 1 ∧ ∀ s u, R (s * u) = R s * R u := by
  constructor
  · ext e f
    have h : moveEdge 1 f = f := Subtype.ext Finset.map_refl
    simp [R, h, Matrix.one_apply]
  · intro s u
    ext e f
    have h : moveEdge (s * u) f = moveEdge s (moveEdge u f) :=
      Subtype.ext (Finset.map_map _ _ _).symm
    simp [R, h, Matrix.mul_apply]

end

end RRepresentation
```

The compiler's answer:

```
Main.lean:29:18: error: Application type mismatch: The argument
  Eq.symm (Finset.map_map ?m.69 ?m.70 ?m.71)
has type
  Finset.map (Function.Embedding.trans ?m.69 ?m.70) ?m.71 = Finset.map ?m.70 (Finset.map ?m.69 ?m.71)
but is expected to have type
  ↑(moveEdge (s * u) f) = ↑(moveEdge s (moveEdge u f))
in the application
  Subtype.ext (Eq.symm (Finset.map_map ?m.69 ?m.70 ?m.71))
```

Diagnosis. The error is in the proof of `h` for the product. `Subtype.ext` reduces the equality of two edges to that of their underlying sets of atoms, and `Finset.map_map` is offered for the latter. Reversed by `.symm`, that lemma has on its left a map along a composite embedding, `Function.Embedding.trans ?m.69 ?m.70`. The goal's left side, once `moveEdge` is unfolded, has `(s * u).toEmbedding` instead, the embedding of a product of permutations. Lean did not match the two forms, so it rejected the term.

The repair proves the missing link as `he`: the embedding of `s * u` is that of `u` followed by that of `s`, checked atom by atom with `Perm.mul_apply`. The `change` line writes out both sides as `Finset.map` expressions, so that the rewrites can find their patterns. Rewriting with `he` puts the composite on the left, and `Finset.map_map` then merges the two successive maps on the right into the same expression, which closes the goal. `Subtype.ext` is kept, now used through `apply`.

Fix (accepted with no message):

```diff
@@ -26,6 +26,10 @@
   · intro s u
     ext e f
-    have h : moveEdge (s * u) f = moveEdge s (moveEdge u f) :=
-      Subtype.ext (Finset.map_map _ _ _).symm
+    have he : (s * u).toEmbedding = u.toEmbedding.trans s.toEmbedding :=
+      Function.Embedding.ext fun x => Perm.mul_apply s u x
+    have h : moveEdge (s * u) f = moveEdge s (moveEdge u f) := by
+      apply Subtype.ext
+      change f.1.map (s * u).toEmbedding = (f.1.map u.toEmbedding).map s.toEmbedding
+      rw [he, Finset.map_map]
     simp [R, h, Matrix.mul_apply]
 
```
